# For a traceless Hermitian matrix, \((\sum_i |e_i|)^2 \ge 2\,\mathrm{tr}\,H^2\), with equality exactly when the rank is at most two

Let \(H\) be a Hermitian complex matrix over a finite set of sites or orbitals, with eigenvalues (levels) \(e_i\) counted with multiplicity. Its second moment is \(\mathrm{tr}\,H^2\). The band energy is \(E = 2\sum_i \min(e_i,0)\): two electrons in every level below zero, none above.

In Lean, `H : Matrix n n ℂ` has a finite index type `n`, and the levels are `hH.eigenvalues i`, where `hH : H.IsHermitian`. The second moment appears as `(H * H).trace.re`; the real part loses nothing, since this trace is real for Hermitian \(H\).

For non-interacting electrons in a finite tight-binding model with orthonormal orbitals and \(\mathrm{tr}\,H=0\), the result gives \(E\le-\sqrt{2\,\mathrm{tr}\,H^2}\), an upper bound computed from the matrix elements without diagonalisation.

```lean
import Mathlib

open Matrix

namespace TracelessBandEnergy

noncomputable section

variable {n : Type*} [Fintype n] [DecidableEq n]
```

## Zero trace: energies measured from the mean level

The condition \(\mathrm{tr}\,H=0\) places the energy zero at the average of the levels, so \(\sum_i e_i=0\). By hand, it allows a vanishing square to be added:

\[
\Big(\sum_i|e_i|\Big)^2=\Big(\sum_i|e_i|\Big)^2+\Big(\sum_i e_i\Big)^2=\sum_{i,j}\big(|e_ie_j|+e_ie_j\big).
\]

The terms with \(i=j\) give \(2\sum_i e_i^2\). Hence

\[
\Big(\sum_i|e_i|\Big)^2-2\sum_i e_i^2=\sum_{i\ne j}\big(|e_ie_j|+e_ie_j\big)\ge 0 ,
\]

because \(|x|+x\ge0\) for real \(x\). In `levels_identity`, `h1` expands the squared sum of moduli, `h2` expands the vanishing square, and `h3` and `h4` separate the diagonal.

```lean
/-- For levels with zero sum, the squared sum of moduli exceeds twice the sum of squares by the sum
of |e i * e j| + e i * e j over all ordered pairs with i ≠ j. -/
theorem levels_identity (e : n → ℝ) (h0 : ∑ i, e i = 0) :
    (∑ i, |e i|) ^ 2 - 2 * ∑ i, e i ^ 2 =
      ∑ i, ∑ j, if i = j then 0 else |e i * e j| + e i * e j := by
  have h1 : (∑ i, |e i|) ^ 2 = ∑ i, ∑ j, |e i * e j| := by
    rw [sq, Finset.sum_mul_sum]
    simp only [abs_mul]
  -- the square of the vanishing sum, written as a double sum, is zero
  have h2 : ∑ i, ∑ j, e i * e j = 0 := by
    rw [← Finset.sum_mul_sum, h0, zero_mul]
  have h3 : ∑ i, ∑ j, (if i = j then 2 * e i ^ 2 else 0) = 2 * ∑ i, e i ^ 2 := by
    simp [Finset.mul_sum]
  have h4 : ∀ i j, (if i = j then 0 else |e i * e j| + e i * e j) =
      |e i * e j| + e i * e j - (if i = j then 2 * e i ^ 2 else 0) := by
    intro i j
    by_cases h : i = j
    · subst h
      rw [if_pos rfl, if_pos rfl, abs_mul_self]
      ring
    · rw [if_neg h, if_neg h, sub_zero]
  simp only [h4, Finset.sum_sub_distrib, Finset.sum_add_distrib]
  rw [h1, h2, h3, add_zero]
```

Since \(|x|+x=0\) exactly when \(x\le0\), equality means \(e_ie_j\le0\) for all \(i\ne j\). This fails if three levels \(e_a,e_b,e_c\) are nonzero: the product of their three pair products is \((e_ae_be_c)^2>0\), whereas three nonpositive numbers have a nonpositive product.

Conversely, suppose that at most two levels are nonzero and that \(e_ie_j>0\) for some \(i\neq j\). These two are then all the nonzero levels, so zero trace gives \(e_j=-e_i\) and \(e_ie_j=-e_i^2\le0\), a contradiction. The next lemma follows both arguments; `heq` records that the pair exhausts the nonzero levels.

```lean
/-- For levels with zero sum, no two distinct levels have the same strict sign exactly when
at most two levels are nonzero. -/
theorem opposite_signs_iff (e : n → ℝ) (h0 : ∑ i, e i = 0) :
    (∀ i j, i ≠ j → e i * e j ≤ 0) ↔ (Finset.univ.filter fun i => e i ≠ 0).card ≤ 2 := by
  constructor
  · intro h
    by_contra hc
    obtain ⟨a, b, c, ha, hb, hc', hab, hac, hbc⟩ :=
      Finset.two_lt_card_iff.mp (not_le.mp hc)
    have ha := (Finset.mem_filter.mp ha).2
    have hb := (Finset.mem_filter.mp hb).2
    have hc' := (Finset.mem_filter.mp hc').2
    -- the product of the three pair products is a positive square
    have hpos : 0 < (e a * e b * e c) ^ 2 := by positivity
    have h1 : 0 ≤ (e a * e b) * (e a * e c) :=
      mul_nonneg_of_nonpos_of_nonpos (h a b hab) (h a c hac)
    have h2 := mul_nonpos_of_nonneg_of_nonpos h1 (h b c hbc)
    have h3 : (e a * e b) * (e a * e c) * (e b * e c) = (e a * e b * e c) ^ 2 := by ring
    linarith
  · intro hc i j hij
    by_contra hpos
    have hpos := not_le.mp hpos
    have hi : e i ≠ 0 := by
      intro h
      simp [h] at hpos
    have hj : e j ≠ 0 := by
      intro h
      simp [h] at hpos
    have hsub : ({i, j} : Finset n) ⊆ Finset.univ.filter fun k => e k ≠ 0 := by
      intro k hk
      rcases Finset.mem_insert.mp hk with h | h
      · subst h
        exact Finset.mem_filter.mpr ⟨Finset.mem_univ _, hi⟩
      · rw [Finset.mem_singleton.mp h]
        exact Finset.mem_filter.mpr ⟨Finset.mem_univ _, hj⟩
    have heq := Finset.eq_of_subset_of_card_le hsub (by rw [Finset.card_pair hij]; exact hc)
    -- the two levels exhaust the trace, so they must cancel
    have hs : e i + e j = 0 := by
      rw [← Finset.sum_pair hij, heq, Finset.sum_filter_ne_zero, h0]
    have hji : e j = -e i := by linarith
    rw [hji] at hpos
    nlinarith [sq_nonneg (e i)]
```

Without zero trace the bound fails already for one site with \(H=(1)\): the left side of the title's inequality is 1 and the right side is 2.

## Hermiticity: real levels and a unitary eigenbasis

Hermiticity makes \(H\) an observable with real levels. By hand, write \(H=UDU^\dagger\) with \(D\) the diagonal matrix of levels. Then \(H^2=UD^2U^\dagger\), and cyclicity of the trace gives \(\mathrm{tr}\,H^2=\sum_i e_i^2\). In the same way \(\mathrm{tr}\,H=\sum_i e_i\).

The proof takes the decomposition from `spectral_theorem`; the auxiliary statement `key` carries out the cancellation of \(U^\dagger U\). The second lemma turns the matrix condition `H.trace = 0` into the condition on levels used above.

```lean
/-- The second moment tr(H²) of a Hermitian matrix is the sum of its squared eigenvalues. -/
theorem trace_sq_eq_sum {H : Matrix n n ℂ} (hH : H.IsHermitian) :
    (H * H).trace.re = ∑ i, hH.eigenvalues i ^ 2 := by
  have key : ∀ U D : Matrix n n ℂ, star U * U = 1 → H = U * D * star U →
      (H * H).trace = (D * D).trace := by
    intro U D hU hD
    have h1 : U * D * star U * (U * D * star U) = U * (D * D) * star U := by
      calc U * D * star U * (U * D * star U)
          = U * D * (star U * U) * D * star U := by noncomm_ring
        _ = U * (D * D) * star U := by rw [hU]; noncomm_ring
    calc (H * H).trace = (U * D * star U * (U * D * star U)).trace := by rw [← hD]
      _ = (D * D).trace := by rw [h1, Matrix.trace_mul_cycle, hU, one_mul]
  have h := hH.spectral_theorem
  rw [Unitary.conjStarAlgAut_apply] at h
  rw [key _ _ (Unitary.coe_star_mul_self hH.eigenvectorUnitary) h,
    Matrix.diagonal_mul_diagonal, Matrix.trace_diagonal]
  simp [sq]

/-- The eigenvalues of a traceless Hermitian matrix sum to zero. -/
theorem sum_eigenvalues_eq_zero {H : Matrix n n ℂ} (hH : H.IsHermitian) (htr : H.trace = 0) :
    ∑ i, hH.eigenvalues i = 0 := by
  have h := hH.trace_eq_sum_eigenvalues
  rw [htr] at h
  have h' := congrArg Complex.re h
  simpa using h'.symm
```

Without Hermiticity the equality criterion breaks down. The \(4\times4\) matrix with ones just above the diagonal and zeros elsewhere has only zero eigenvalues and \(\mathrm{tr}\,H^2=0\), so both sides agree, yet its rank is three.

## Rank at most two: one pair of levels \(\pm e\)

The rank condition enters only the equality statement. For Hermitian \(H\) the rank is the number of nonzero levels. Rank at most two, together with zero trace, therefore means either \(H=0\) or one pair \(\pm e\), with all other levels at zero.

The theorem `two_trace_sq_le` states the inequality and the equivalence together. Its proof replaces trace and rank by their expressions in the levels, then reads both parts from the identity.

The equality case turns on `Finset.sum_eq_zero_iff_of_nonneg`: a finite sum of nonnegative terms is zero exactly when every term is zero. The identity has a double sum, so the lemma is applied twice. The first use, with `hrow`, shows that row \(i\) vanishes; the second, with `hnn`, shows that the entry \((i,j)\) vanishes. What remains is \(|e_ie_j|+e_ie_j=0\), hence \(e_ie_j\le0\).

```lean
/-- For a traceless Hermitian matrix, the squared sum of the moduli of the eigenvalues is at
least 2 tr(H²), with equality exactly when the rank is at most two. -/
theorem two_trace_sq_le {H : Matrix n n ℂ} (hH : H.IsHermitian) (htr : H.trace = 0) :
    2 * (H * H).trace.re ≤ (∑ i, |hH.eigenvalues i|) ^ 2 ∧
      ((∑ i, |hH.eigenvalues i|) ^ 2 = 2 * (H * H).trace.re ↔ H.rank ≤ 2) := by
  have h0 := sum_eigenvalues_eq_zero hH htr
  have hid := levels_identity hH.eigenvalues h0
  have hrank : H.rank = (Finset.univ.filter fun i => hH.eigenvalues i ≠ 0).card := by
    rw [hH.rank_eq_card_non_zero_eigs, Fintype.card_subtype]
  rw [trace_sq_eq_sum hH, hrank, ← opposite_signs_iff _ h0]
  generalize hH.eigenvalues = e at hid ⊢
  have hnn : ∀ i j, 0 ≤ if i = j then 0 else |e i * e j| + e i * e j := by
    intro i j
    split_ifs
    · exact le_rfl
    · linarith [neg_abs_le (e i * e j)]
  have hrow : ∀ i, 0 ≤ ∑ j, if i = j then 0 else |e i * e j| + e i * e j :=
    fun i => Finset.sum_nonneg fun j _ => hnn i j
  refine ⟨by linarith [Finset.sum_nonneg fun i (_ : i ∈ Finset.univ) => hrow i], ?_, ?_⟩
  · -- a vanishing sum of nonnegative pair terms vanishes term by term
    intro heq i j hij
    rw [heq, sub_self] at hid
    have h1 := (Finset.sum_eq_zero_iff_of_nonneg fun i _ => hrow i).mp hid.symm i
      (Finset.mem_univ i)
    have h2 := (Finset.sum_eq_zero_iff_of_nonneg fun j _ => hnn i j).mp h1 j
      (Finset.mem_univ j)
    rw [if_neg hij] at h2
    linarith [abs_nonneg (e i * e j)]
  · intro h
    have hz : (∑ i, ∑ j, if i = j then 0 else |e i * e j| + e i * e j) = 0 := by
      refine Finset.sum_eq_zero fun i _ => Finset.sum_eq_zero fun j _ => ?_
      split_ifs with hij
      · rfl
      · rw [abs_of_nonpos (h i j hij)]
        ring
    linarith
```

At higher rank the inequality is strict. Levels \(2,-1,-1\) give \(16>12\).

## Filling up to zero: the band energy as a sum of moduli

The definition of \(E\) fixes the chemical potential at zero, which is the mean level when the trace vanishes, and does not prescribe an electron number. Levels exactly at zero may be filled or empty without changing \(E\). From \(2\min(x,0)=x-|x|\), summed over the levels with zero trace, follows \(E=-\sum_i|e_i|\). The lemma `bandEnergy_eq` does this through `hmin`.

```lean
/-- The band energy with two electrons in every level below zero. -/
def bandEnergy {H : Matrix n n ℂ} (hH : H.IsHermitian) : ℝ :=
  2 * ∑ i, min (hH.eigenvalues i) 0

/-- For a traceless Hamiltonian the band energy is minus the sum of the moduli of the levels. -/
theorem bandEnergy_eq {H : Matrix n n ℂ} (hH : H.IsHermitian) (htr : H.trace = 0) :
    bandEnergy hH = -∑ i, |hH.eigenvalues i| := by
  have hmin : ∀ x : ℝ, 2 * min x 0 = x - |x| := by
    intro x
    rcases le_total x 0 with h | h
    · rw [min_eq_left h, abs_of_nonpos h]; ring
    · rw [min_eq_right h, abs_of_nonneg h]; ring
  rw [bandEnergy, Finset.mul_sum]
  simp only [hmin, Finset.sum_sub_distrib]
  rw [sum_eigenvalues_eq_zero hH htr, zero_sub]
```

With another filling the energy can lie above the bound. For levels \(2,-1,-1\), the convention places four electrons and gives \(E=-4\), below \(-\sqrt{12}\); two electrons give only \(-2\).

## Equal hopping moduli and no on-site energies

In the last theorem, `hop` says that \(|H_{ij}|=t\) on every bond of a graph and that all other elements vanish, including the diagonal. Phases are free apart from Hermiticity, so magnetic flux is allowed.

Hermiticity gives \(H_{ij}H_{ji}=|H_{ij}|^2\), hence \(\mathrm{tr}\,H^2=\sum_{i,j}|H_{ij}|^2\). Each of the \(m\) bonds is counted from both ends, so \(\mathrm{tr}\,H^2=2mt^2\). The main inequality becomes \((\sum_i|e_i|)^2\ge4mt^2\), and therefore

\[
E=-\sum_i|e_i|\le-2t\sqrt m .
\]

In the proof, `htr` obtains zero trace from the absence of loops, `hrow` sums one row to degree times \(t^2\), and `hdeg` is the count of bond ends. The final lines take the square root.

```lean
omit [DecidableEq n] in
/-- The second moment tr(H²) of a Hermitian matrix is the sum of the squared moduli of all its
matrix elements. -/
theorem trace_sq_eq_hoppings {H : Matrix n n ℂ} (hH : H.IsHermitian) :
    (H * H).trace.re = ∑ i, ∑ j, ‖H i j‖ ^ 2 := by
  simp only [Matrix.trace, Matrix.diag_apply, Matrix.mul_apply, Complex.re_sum]
  refine Finset.sum_congr rfl fun i _ => Finset.sum_congr rfl fun j _ => ?_
  have h : H j i = star (H i j) := (hH.apply j i).symm
  rw [h, Complex.sq_norm, Complex.normSq_apply, Complex.mul_re]
  simp

/-- A Hermitian hopping matrix on a graph with m bonds, with modulus t on each bond and all other
elements zero, including the on-site energies, has band energy at most -2t√m. -/
theorem bandEnergy_le_of_graph (G : SimpleGraph n) [DecidableRel G.Adj] {H : Matrix n n ℂ}
    (hH : H.IsHermitian) (t : ℝ) (hop : ∀ i j, ‖H i j‖ = if G.Adj i j then t else 0) :
    bandEnergy hH ≤ -(2 * t * √(G.edgeFinset.card : ℝ)) := by
  -- no bond joins a site to itself, so the trace vanishes
  have htr : H.trace = 0 := by
    refine Finset.sum_eq_zero fun i _ => ?_
    have h := hop i i
    rw [if_neg (G.irrefl)] at h
    exact norm_eq_zero.mp h
  have hrow : ∀ i, ∑ j, ‖H i j‖ ^ 2 = (G.degree i : ℝ) * t ^ 2 := by
    intro i
    have h : ∀ j, ‖H i j‖ ^ 2 = if G.Adj i j then t ^ 2 else 0 := by
      intro j
      rw [hop]
      split_ifs <;> simp
    simp only [h]
    rw [← Finset.sum_filter, Finset.sum_const, nsmul_eq_mul,
      ← G.card_neighborFinset_eq_degree, G.neighborFinset_eq_filter]
  -- each bond is counted once from either end
  have hdeg : ∑ i, (G.degree i : ℝ) = 2 * (G.edgeFinset.card : ℝ) := by
    exact_mod_cast G.sum_degrees_eq_twice_card_edges
  have hb := (two_trace_sq_le hH htr).1
  rw [trace_sq_eq_hoppings hH] at hb
  simp only [hrow] at hb
  rw [← Finset.sum_mul, hdeg] at hb
  have hm : √(G.edgeFinset.card : ℝ) ^ 2 = (G.edgeFinset.card : ℝ) :=
    Real.sq_sqrt (Nat.cast_nonneg _)
  have hS : 0 ≤ ∑ i, |hH.eigenvalues i| := Finset.sum_nonneg fun i _ => abs_nonneg _
  have hsq : (2 * t * √(G.edgeFinset.card : ℝ)) ^ 2 ≤ (∑ i, |hH.eigenvalues i|) ^ 2 := by
    rw [mul_pow, hm]
    linarith
  rw [bandEnergy_eq hH htr]
  exact neg_le_neg (le_of_abs_le (abs_le_of_sq_le_sq hsq hS))

end

end TracelessBandEnergy
```

```lean
#print axioms TracelessBandEnergy.two_trace_sq_le
#print axioms TracelessBandEnergy.bandEnergy_le_of_graph
```

```
'TracelessBandEnergy.two_trace_sq_le' depends on axioms: [propext, Classical.choice, Quot.sound]
'TracelessBandEnergy.bandEnergy_le_of_graph' depends on axioms: [propext, Classical.choice, Quot.sound]
```

With on-site energies whose sum is not zero the bound can fail. Two sites at energy \(2t\), with \(t>0\), joined by hopping \(t\), have levels \(t\) and \(3t\); the band energy is then \(0\), above \(-2t\).
